# Bounded nonnegative Thomas–Fermi screening functions are determined by their value at the nucleus

The condition at infinity is taken here to be a bound, not a limit. For a neutral atom one usually requires the Thomas–Fermi screening function χ to vanish far from the nucleus. Below, χ is only required to be nonnegative and to stay under some constant on the whole half-line x ≥ 0, and its decay is then derived.

In atomic units, let Z be the nuclear charge, r the distance from the nucleus and V(r) the potential energy of an electron, with the chemical potential set to zero. The screening function is defined by

V(r) = −Z χ(x) / r,  r = ℓ x,

where ℓ is a length proportional to Z^(−1/3). The Thomas–Fermi density is proportional to (−V)^(3/2). Inserting it into Poisson's equation for a spherical atom, and choosing ℓ to absorb the numerical constants, gives

χ''(x) = χ(x)^(3/2) / √x,  x > 0.

Z has dropped out, so a single curve with χ(0) = 1 can serve every neutral atom. The theorems show that there is at most one such curve among the bounded nonnegative solutions. Whether one exists is a separate question, which they leave open.

```lean
import Mathlib

open Set Filter Topology

namespace ThomasFermi
```

## The equation and its boundary conditions

The predicate `IsBoundedSolution χ` collects what is assumed about a function χ : ℝ → ℝ.

- `continuousOn` asks for continuity on `Ici 0`, the half-line x ≥ 0. This ties the value at the nucleus to the values nearby.
- `nonneg` says that χ ≥ 0, so that the potential energy of an electron is nowhere positive.
- `bounded` gives a constant M with χ ≤ M. Physically, the potential energy of an electron is nowhere lower than in the field of a point charge MZ.
- `differentiable` and `equation` state the differential equation for x > 0: χ has a slope, and that slope has derivative χ^(3/2)/√x.

The equation is not imposed at x = 0, where its right-hand side is singular if χ(0) > 0. No slope at the nucleus is prescribed, and neither monotonicity nor decay is assumed. The normalisation χ(0) = 1 is not part of the predicate either, so the results hold for any common starting value. Values at negative x are unconstrained and play no role.

```lean
/-- A bounded Thomas-Fermi screening function: nonnegative, bounded and continuous on `x ≥ 0`,
and a solution of `χ'' = χ^(3/2) / √x` for `x > 0`. -/
structure IsBoundedSolution (χ : ℝ → ℝ) : Prop where
  continuousOn : ContinuousOn χ (Ici 0)
  nonneg : ∀ x, 0 ≤ x → 0 ≤ χ x
  bounded : ∃ M, ∀ x, 0 ≤ x → χ x ≤ M
  differentiable : ∀ x, 0 < x → DifferentiableAt ℝ χ x
  equation : ∀ x, 0 < x → HasDerivAt (deriv χ) (χ x ^ (3 / 2 : ℝ) / √x) x
```

## A bounded convex function cannot rise

Let f be convex on x ≥ 0 with f ≤ M, and suppose that f(x) < f(y) for some x < y. The chord between these points has slope

s = (f(y) − f(x)) / (y − x) > 0.

Convexity makes the slopes of successive chords nondecreasing, so for every d > 0

f(y + d) ≥ f(y) + s d.

Choose d = (M − f(y) + 1)/s, which is positive because f(y) ≤ M. Then f(y + d) ≥ M + 1, which contradicts the bound. Hence f is antitone, meaning that it never increases.

The proof uses the same s and d. The comparison of chords is `slope_mono_adjacent`.

```lean
/-- A convex function on the half-line `x ≥ 0` that is bounded above never increases. -/
theorem antitoneOn_of_convexOn_of_bounded {f : ℝ → ℝ} {M : ℝ}
    (hf : ConvexOn ℝ (Ici 0) f) (hM : ∀ x, 0 ≤ x → f x ≤ M) : AntitoneOn f (Ici 0) := by
  intro x hx y hy hxy
  by_contra hcon
  have hlt : f x < f y := not_le.1 hcon
  have hne : x ≠ y := by
    rintro rfl
    exact lt_irrefl _ hlt
  have hxy' : x < y := lt_of_le_of_ne hxy hne
  have hy0 : 0 ≤ y := hy
  -- a positive slope `s` persists to the right and overshoots the bound
  obtain ⟨s, hs⟩ : ∃ s, s = (f y - f x) / (y - x) := ⟨_, rfl⟩
  have hspos : 0 < s := by
    rw [hs]
    exact div_pos (sub_pos.2 hlt) (sub_pos.2 hxy')
  obtain ⟨d, hd⟩ : ∃ d, d = (M - f y + 1) / s := ⟨_, rfl⟩
  have hdpos : 0 < d := by
    rw [hd]
    exact div_pos (by linarith [hM y hy0]) hspos
  have hz0 : 0 ≤ y + d := by linarith
  have hslope := hf.slope_mono_adjacent hx (mem_Ici.2 hz0) hxy'
    (show y < y + d by linarith)
  rw [← hs, add_sub_cancel_left, le_div_iff₀ hdpos] at hslope
  have hsd : s * d = M - f y + 1 := by
    rw [hd]
    exact mul_div_cancel₀ _ hspos.ne'
  linarith [hM (y + d) hz0]
```

## The source grows with the screening function

For a, b ≥ 0, the differences a − b and a^(3/2) − b^(3/2) never have opposite signs, because the 3/2 power is increasing. Dividing the second by a number s > 0 does not change this, and for s = 0 Lean's convention that division by zero gives zero makes the product in the following inequality equal to zero. So for every s ≥ 0

(a − b)(a^(3/2)/s − b^(3/2)/s) ≥ 0.

Later s will be √x. The proof treats a ≤ b and b ≤ a separately: in the first case both factors are nonpositive, in the second both are nonnegative.

```lean
/-- The Thomas-Fermi source term is monotone in the screening function: for nonnegative `a`, `b`
and `s`, the differences `a - b` and `a^(3/2)/s - b^(3/2)/s` have a nonnegative product. -/
theorem source_monotone {a b s : ℝ} (ha : 0 ≤ a) (hb : 0 ≤ b) (hs : 0 ≤ s) :
    0 ≤ (a - b) * (a ^ (3 / 2 : ℝ) / s - b ^ (3 / 2 : ℝ) / s) := by
  rcases le_total a b with h | h
  · have h' := div_le_div_of_nonneg_right
      (Real.rpow_le_rpow ha h (by norm_num : (0 : ℝ) ≤ 3 / 2)) hs
    nlinarith [mul_nonneg (sub_nonneg.2 h) (sub_nonneg.2 h')]
  · have h' := div_le_div_of_nonneg_right
      (Real.rpow_le_rpow hb h (by norm_num : (0 : ℝ) ≤ 3 / 2)) hs
    exact mul_nonneg (sub_nonneg.2 h) (sub_nonneg.2 h')
```

## Convexity and monotonicity of each solution

Since χ ≥ 0, the equation gives

χ'' = χ^(3/2)/√x ≥ 0 for x > 0.

Together with continuity at x = 0, this makes χ convex on the closed half-line. The Mathlib criterion used here asks for a convex set, here the half-line, and for these ingredients: continuity on the set, first and second derivatives in its interior, and a nonnegative second derivative there.

```lean
/-- Every bounded Thomas-Fermi screening function is convex on `x ≥ 0`. -/
theorem IsBoundedSolution.convexOn {χ : ℝ → ℝ} (h : IsBoundedSolution χ) :
    ConvexOn ℝ (Ici 0) χ := by
  refine convexOn_of_hasDerivWithinAt2_nonneg (f' := deriv χ)
    (f'' := fun x => χ x ^ (3 / 2 : ℝ) / √x) (convex_Ici 0) h.continuousOn ?_ ?_ ?_
  · intro x hx
    have hx' : 0 < x := by simpa [interior_Ici] using hx
    exact (h.differentiable x hx').hasDerivAt.hasDerivWithinAt
  · intro x hx
    have hx' : 0 < x := by simpa [interior_Ici] using hx
    exact (h.equation x hx').hasDerivWithinAt
  · intro x hx
    exact div_nonneg (Real.rpow_nonneg (h.nonneg x (interior_subset hx)) _) (Real.sqrt_nonneg x)
```

A convex function with an upper bound cannot rise, so χ is antitone. The screening function therefore never increases on the way out from the nucleus.

```lean
/-- Every bounded Thomas-Fermi screening function is antitone on `x ≥ 0`. -/
theorem IsBoundedSolution.antitoneOn {χ : ℝ → ℝ} (h : IsBoundedSolution χ) :
    AntitoneOn χ (Ici 0) := by
  obtain ⟨M, hM⟩ := h.bounded
  exact antitoneOn_of_convexOn_of_bounded h.convexOn hM
```

## Decay at infinity

Suppose that χ stayed at or above some ε > 0 for all x ≥ 0, and put c = ε^(3/2) > 0. Then

χ'' ≥ c/√x = (2c√x)',

so χ' − 2c√x is nondecreasing on x ≥ 1. Comparing its values at 1 and at ξ ≥ 1 gives

χ'(ξ) ≥ χ'(1) − 2c + 2c√ξ.

Let K = |2c − χ'(1)|/(2c). If ξ > 1 + K², then √ξ > K, hence 2c√ξ > 2c − χ'(1), and so χ'(ξ) > 0.

The mean value theorem on the interval from 1 + K² to 2 + K² supplies a point ξ inside it with

χ'(ξ) = χ(2 + K²) − χ(1 + K²) ≤ 0,

because χ is antitone. This is a contradiction, so χ falls below every ε > 0 somewhere. Being antitone and nonnegative, it then stays between 0 and ε, and χ → 0.

In the code, `key` is the statement that χ falls below every ε, `hmono` is the monotonicity of χ' − 2c√x, and `hneg` is the nonpositive slope from the mean value theorem. The last lines turn `key` into the limit.

```lean
/-- Every bounded Thomas-Fermi screening function tends to zero at infinity. -/
theorem IsBoundedSolution.tendsto_zero {χ : ℝ → ℝ} (h : IsBoundedSolution χ) :
    Tendsto χ atTop (𝓝 0) := by
  have key : ∀ ε : ℝ, 0 < ε → ∃ x, 0 ≤ x ∧ χ x < ε := by
    intro ε hε
    by_contra! hcon
    obtain ⟨c, hc⟩ : ∃ c, c = ε ^ (3 / 2 : ℝ) := ⟨_, rfl⟩
    have hcpos : 0 < c := by
      rw [hc]
      exact Real.rpow_pos_of_pos hε _
    have hder : ∀ x, 0 < x → HasDerivAt (fun y => deriv χ y - 2 * c * √y)
        (χ x ^ (3 / 2 : ℝ) / √x - 2 * c * (1 / (2 * √x))) x := fun x hx =>
      (h.equation x hx).fun_sub ((Real.hasDerivAt_sqrt hx.ne').const_mul (2 * c))
    have hpos : ∀ x ∈ Ici (1 : ℝ), 0 < x := fun x hx => lt_of_lt_of_le one_pos (mem_Ici.1 hx)
    -- the slope grows at least like `2 c √x`
    have hmono : MonotoneOn (fun y => deriv χ y - 2 * c * √y) (Ici 1) := by
      refine monotoneOn_of_deriv_nonneg (convex_Ici 1)
        (fun x hx => (hder x (hpos x hx)).continuousAt.continuousWithinAt)
        (fun x hx => (hder x (hpos x (interior_subset hx))).differentiableAt.differentiableWithinAt)
        ?_
      intro x hx
      have hx' := hpos x (interior_subset hx)
      have hs : √x ≠ 0 := (Real.sqrt_pos.2 hx').ne'
      have e : 2 * c * (1 / (2 * √x)) = c / √x := by field_simp
      rw [(hder x hx').deriv, e, sub_nonneg, hc]
      exact div_le_div_of_nonneg_right
        (Real.rpow_le_rpow hε.le (hcon x hx'.le) (by norm_num)) (Real.sqrt_nonneg x)
    obtain ⟨K, hK⟩ : ∃ K, K = |2 * c - deriv χ 1| / (2 * c) := ⟨_, rfl⟩
    have hX : 0 < 1 + K ^ 2 := by positivity
    -- an antitone function has a nonpositive slope somewhere beyond `1 + K²`
    obtain ⟨ξ, hξ, hslope⟩ := exists_hasDerivAt_eq_slope χ (deriv χ)
      (show 1 + K ^ 2 < 1 + K ^ 2 + 1 by linarith)
      (h.continuousOn.mono fun y hy => mem_Ici.2 (hX.le.trans hy.1))
      (fun y hy => (h.differentiable y (hX.trans hy.1)).hasDerivAt)
    have hneg : deriv χ ξ ≤ 0 := by
      rw [hslope]
      refine div_nonpos_of_nonpos_of_nonneg (sub_nonpos.2 ?_) (by linarith)
      exact h.antitoneOn (mem_Ici.2 hX.le) (mem_Ici.2 (by linarith)) (by linarith)
    have hξ1 : 1 ≤ ξ := by nlinarith [hξ.1, sq_nonneg K]
    have hm : deriv χ 1 - 2 * c * √1 ≤ deriv χ ξ - 2 * c * √ξ :=
      hmono (mem_Ici.2 le_rfl) (mem_Ici.2 hξ1) hξ1
    have hKξ : K < √ξ := Real.lt_sqrt_of_sq_lt (by linarith [hξ.1])
    rw [hK, div_lt_iff₀ (by positivity)] at hKξ
    rw [Real.sqrt_one] at hm
    linarith [le_abs_self (2 * c - deriv χ 1)]
  rw [Metric.tendsto_atTop]
  intro ε hε
  obtain ⟨x, hx, hxε⟩ := key ε hε
  refine ⟨x, fun y hy => ?_⟩
  have hy0 : 0 ≤ y := hx.trans hy
  rw [Real.dist_eq, sub_zero, abs_of_nonneg (h.nonneg y hy0)]
  exact (h.antitoneOn (mem_Ici.2 hx) (mem_Ici.2 hy0) hy).trans_lt hxε
```

## The gap between two solutions

Let χ and φ both satisfy the predicate, and write D = χ − φ. For x > 0,

(D²)' = 2 D D',

(D²)'' = 2 (D')² + 2 D (χ'' − φ'').

The first term is a square. By the two differential equations, the second is

2 (χ − φ)(χ^(3/2)/√x − φ^(3/2)/√x) ≥ 0,

which is the monotonicity of the source with a = χ(x), b = φ(x) and s = √x. So D² is convex on x ≥ 0. Working with the square avoids having to know the sign of D.

```lean
/-- The squared difference of two bounded Thomas-Fermi screening functions is convex on
`x ≥ 0`. -/
theorem convexOn_sq_sub {χ φ : ℝ → ℝ} (h₁ : IsBoundedSolution χ) (h₂ : IsBoundedSolution φ) :
    ConvexOn ℝ (Ici 0) (fun x => (χ x - φ x) ^ 2) := by
  have hd : ∀ x, 0 < x → HasDerivAt (fun y => χ y - φ y) (deriv χ x - deriv φ x) x :=
    fun x hx => (h₁.differentiable x hx).hasDerivAt.fun_sub (h₂.differentiable x hx).hasDerivAt
  refine convexOn_of_hasDerivWithinAt2_nonneg
    (f' := fun x => 2 * (χ x - φ x) * (deriv χ x - deriv φ x))
    (f'' := fun x => 2 * (deriv χ x - deriv φ x) * (deriv χ x - deriv φ x) +
      2 * (χ x - φ x) * (χ x ^ (3 / 2 : ℝ) / √x - φ x ^ (3 / 2 : ℝ) / √x))
    (convex_Ici 0) ((h₁.continuousOn.sub h₂.continuousOn).pow 2) ?_ ?_ ?_
  · intro x hx
    have hx' : 0 < x := by simpa [interior_Ici] using hx
    exact (((hd x hx').fun_pow 2).congr_deriv (by simp)).hasDerivWithinAt
  · intro x hx
    have hx' : 0 < x := by simpa [interior_Ici] using hx
    exact (((hd x hx').const_mul 2).fun_mul
      ((h₁.equation x hx').fun_sub (h₂.equation x hx'))).hasDerivWithinAt
  · intro x hx
    have hx' : 0 ≤ x := interior_subset hx
    have hs := source_monotone (h₁.nonneg x hx') (h₂.nonneg x hx') (Real.sqrt_nonneg x)

    nlinarith [mul_self_nonneg (deriv χ x - deriv φ x)]
```

If χ ≤ M and φ ≤ N, then nonnegativity gives −N ≤ D ≤ M, and therefore D² ≤ (M + N)². A bounded convex function cannot rise, so D² is antitone, and so is |D|. Two solutions that start from different values at the nucleus never move further apart than they were closer in.

```lean
/-- The distance between two bounded Thomas-Fermi screening functions never grows with the
distance from the nucleus. -/
theorem antitoneOn_abs_sub {χ φ : ℝ → ℝ} (h₁ : IsBoundedSolution χ)
    (h₂ : IsBoundedSolution φ) : AntitoneOn (fun x => |χ x - φ x|) (Ici 0) := by
  obtain ⟨M, hM⟩ := h₁.bounded
  obtain ⟨N, hN⟩ := h₂.bounded
  have hanti := antitoneOn_of_convexOn_of_bounded (M := (M + N) ^ 2) (convexOn_sq_sub h₁ h₂)
    (fun x hx => sq_le_sq'
      (by linarith [hM x hx, hN x hx, h₁.nonneg x hx, h₂.nonneg x hx])
      (by linarith [hM x hx, hN x hx, h₁.nonneg x hx, h₂.nonneg x hx]))
  intro x hx y hy hxy
  exact sq_le_sq.1 (hanti hx hy hxy)
```

## Order at the nucleus persists

Let χ(0) ≤ φ(0), and suppose that χ(x) > φ(x) at some x ≥ 0. Then D(0) ≤ 0 < D(x), and by the intermediate value theorem D(b) = 0 for some b between 0 and x. Since |D| is antitone,

|D(x)| ≤ |D(b)| = 0,

which contradicts D(x) > 0. Hence χ ≤ φ everywhere on x ≥ 0.

```lean
/-- Comparison principle: if one bounded Thomas-Fermi screening function lies below another at
the nucleus, it lies below it at every `x ≥ 0`. -/
theorem le_of_le_at_nucleus {χ φ : ℝ → ℝ} (h₁ : IsBoundedSolution χ)
    (h₂ : IsBoundedSolution φ) (h0 : χ 0 ≤ φ 0) : ∀ x, 0 ≤ x → χ x ≤ φ x := by
  intro x hx
  by_contra hcon
  have hlt : φ x < χ x := not_le.1 hcon
  have hcont : ContinuousOn (fun y => χ y - φ y) (Icc 0 x) :=
    (h₁.continuousOn.sub h₂.continuousOn).mono fun y hy => mem_Ici.2 hy.1
  have hmem : (0 : ℝ) ∈ Icc (χ 0 - φ 0) (χ x - φ x) := ⟨by linarith, by linarith⟩
  -- the two functions would cross at some `b`, and cannot separate again
  obtain ⟨b, hb, hb0⟩ := intermediate_value_Icc hx hcont hmem
  have hb0' : χ b - φ b = 0 := hb0
  have hgap : |χ x - φ x| ≤ |χ b - φ b| :=
    antitoneOn_abs_sub h₁ h₂ (mem_Ici.2 hb.1) (mem_Ici.2 hx) hb.2
  rw [hb0', abs_zero] at hgap
  linarith [le_abs_self (χ x - φ x)]
```

## One value at the nucleus, one function

If χ(0) = φ(0), the comparison applies in both directions and gives χ ≤ φ and φ ≤ χ. The conclusion `EqOn χ φ (Ici 0)` says that χ(x) = φ(x) for every x ≥ 0.

This bears on numerical integration of the equation by shooting, where χ(0) = 1 is fixed and the initial slope is varied: within this spherical, non-relativistic model without exchange, at most one slope can belong to a bounded nonnegative solution on the whole half-line.

```lean
/-- Uniqueness for the neutral atom: two bounded Thomas-Fermi screening functions with the same
value at the nucleus coincide on `x ≥ 0`. -/
theorem eqOn_of_eq_at_nucleus {χ φ : ℝ → ℝ} (h₁ : IsBoundedSolution χ)
    (h₂ : IsBoundedSolution φ) (h0 : χ 0 = φ 0) : EqOn χ φ (Ici 0) := fun x hx =>
  le_antisymm (le_of_le_at_nucleus h₁ h₂ h0.le x hx) (le_of_le_at_nucleus h₂ h₁ h0.ge x hx)

end ThomasFermi
```

```lean
#print axioms ThomasFermi.IsBoundedSolution.tendsto_zero
#print axioms ThomasFermi.eqOn_of_eq_at_nucleus
```

```
'ThomasFermi.IsBoundedSolution.tendsto_zero' depends on axioms: [propext, Classical.choice, Quot.sound]
'ThomasFermi.eqOn_of_eq_at_nucleus' depends on axioms: [propext, Classical.choice, Quot.sound]
```

## Without nonnegativity, uniqueness and decay fail

Compare the two functions

χ(x) = −x,  φ(x) = 0.

For a negative base, Lean's real power with exponent 3/2 is zero, which here agrees with the physical convention that the Thomas–Fermi density vanishes wherever −V is negative. With this reading χ'' = 0 equals the source for every x > 0, so χ solves the equation. It is also continuous, differentiable and bounded above by 0. It meets every condition of the predicate except `nonneg`, while φ meets them all.

The two functions agree at x = 0 and nowhere else on the half-line, and χ does not tend to zero. The argument breaks at the bound on the gap: D² = x² is convex, but without a lower bound on χ nothing keeps it bounded.

The example has a physical relative. In a positive ion the chemical potential μ is negative, and outside the electron cloud r(μ − V) falls linearly through negative values. Nonnegativity on the whole half-line excludes such a tail.
